# A stress-free surface multiplies the volume change of a centred point defect in an isotropic elastic sphere by \(3(1-\nu)/(1+\nu)\)

The radial stress is defined here for an arbitrary displacement function \(u(r)\), through its derivative, and not as a ready-made formula in the parameters of a defect. A surface is called stress-free when no external force acts on it. Here this means that the radial stress vanishes at the surface; the tangential stress need not vanish. The factor in the title compares the resulting volume change with the volume that a defect of the same strength pushes outwards through any sphere around it in an infinite medium.

The system is a sphere of radius \(R\), made of an isotropic linear elastic medium with bulk modulus \(K\) and shear modulus \(\mu\), with a point defect at its centre. All displacements are radial, and \(r\) is the distance from the centre. The file works with real-valued functions of a real variable.

```lean
import Mathlib

open Real Set

namespace ElasticFiniteSize

noncomputable section
```

## Displacement, stress and volume change

The displacement is a uniform strain plus a singular defect field,

\[
u(r) = a r + \frac{b}{r^2}.
\]

The number \(b\) measures the strength of the defect as a centre of expansion (\(b>0\)) or contraction (\(b<0\)). In an infinite medium \(a=0\), and the defect pushes the volume \(4\pi b\) outwards through every sphere around it. In a finite sphere, \(a\) is set by the condition at the surface. The strength \(b\) is a given constant, so a defect whose own force pattern responds to the surrounding strain is not described.

```lean
/-- Radial displacement around a point defect: a uniform strain `a` plus a defect field of
strength `b`. -/
def displacement (a b r : ℝ) : ℝ := a * r + b / r ^ 2
```

A radial displacement has the strains \(u'\) along the radius and \(u/r\) in each of the two tangential directions. With the Lamé constant \(\lambda = K - 2\mu/3\), Hooke's law gives \(\sigma_{rr} = \lambda(u' + 2u/r) + 2\mu u'\), that is,

\[
\sigma_{rr}(r) = \left(K+\tfrac{4}{3}\mu\right)u'(r) + 2\left(K-\tfrac{2}{3}\mu\right)\frac{u(r)}{r}.
\]

Tension is positive. In `radialStress` the argument `u` is a whole function and `deriv u r` is its derivative at `r`. Lean assigns the value 0 to `deriv` where no derivative exists, so differentiability at the surface is proved below before the stress is evaluated.

```lean
/-- Radial stress of a spherically symmetric displacement `u` in an isotropic medium with bulk
modulus `K` and shear modulus `μ`. -/
def radialStress (K μ : ℝ) (u : ℝ → ℝ) (r : ℝ) : ℝ :=
  (K + 4 * μ / 3) * deriv u r + 2 * (K - 2 * μ / 3) * u r / r
```

Poisson's ratio follows from the two moduli:

\[
\nu = \frac{3K-2\mu}{2(3K+\mu)}.
\]

```lean
/-- Poisson's ratio in terms of the bulk and shear moduli. -/
def poissonRatio (K μ : ℝ) : ℝ := (3 * K - 2 * μ) / (2 * (3 * K + μ))
```

When the surface moves outwards by \(u(R)\), the volume grows by \(\tfrac{4}{3}\pi\left[(R+u(R))^3-R^3\right]\). The term linear in \(u(R)\) is

\[
\Delta V = 4\pi R^2 u(R),
\]

which is the order at which linear elasticity is consistent.

```lean
/-- Volume change of a sphere of radius `R`, to first order in the displacement of its surface. -/
def volumeChange (u : ℝ → ℝ) (R : ℝ) : ℝ := 4 * π * R ^ 2 * u R
```

## Equilibrium leaves only two terms

The tangential stress is \(\sigma_{\theta\theta} = \lambda(u'+2u/r) + 2\mu u/r\), so \(\sigma_{rr}-\sigma_{\theta\theta} = 2\mu(u'-u/r)\). Inserting this into the force balance \(\sigma_{rr}' + 2(\sigma_{rr}-\sigma_{\theta\theta})/r = 0\) gives

\[
\left(K+\tfrac{4}{3}\mu\right)\left(u'' + \frac{2u'}{r} - \frac{2u}{r^2}\right) = 0 .
\]

For positive moduli the second bracket vanishes. Two quantities are then constant along the radius:

\[
A = u' + \frac{2u}{r}, \qquad B = r^2u - r^3u'.
\]

Indeed, \(A' = u''+2u'/r-2u/r^2 = 0\), and \(B' = 2ru - 2r^2u' - r^3u'' = -r^3A' = 0\). Substituting \(u' = A-2u/r\) into \(B\) gives \(3r^2u = Ar^3 + B\), hence

\[
u(r) = \frac{A}{3}\,r + \frac{B}{3r^2},
\]

so that \(a=A/3\) and \(b=B/3\).

```lean
/-- Every solution of the radial equilibrium equation `u'' + 2u'/r - 2u/r² = 0` in a sphere
with its centre removed is a uniform strain plus a defect field. Here `v` is `u'`. -/
theorem equilibrium_form {u v : ℝ → ℝ} {R : ℝ}
    (hu : ∀ r ∈ Ioc 0 R, HasDerivAt u (v r) r)
    (hv : ∀ r ∈ Ioc 0 R, HasDerivAt v (2 * u r / r ^ 2 - 2 * v r / r) r) :
    ∃ a b : ℝ, ∀ r ∈ Ioc 0 R, u r = displacement a b r := by
  have const : ∀ f : ℝ → ℝ, (∀ r ∈ Ioc 0 R, HasDerivAt f 0 r) →
      ∀ r ∈ Ioc 0 R, f R = f r := by
    intro f hf r hr
    exact constant_of_has_deriv_right_zero
      (fun x hx => (hf x ⟨hr.1.trans_le hx.1, hx.2⟩).continuousAt.continuousWithinAt)
      (fun x hx => (hf x ⟨hr.1.trans_le hx.1, hx.2.le⟩).hasDerivWithinAt)
      R ⟨hr.2, le_rfl⟩
  -- First integral: the dilation is uniform.
  have hA := const (fun x => v x + 2 * u x / x) (by
    intro r hr
    have h0 : r ≠ 0 := hr.1.ne'
    exact ((hv r hr).fun_add
      (((hu r hr).const_mul 2).fun_div (hasDerivAt_id' r) h0)).congr_deriv
      (by field_simp; ring))
  -- Second integral: three times the strength of the defect field.
  have hB := const (fun x => x ^ 2 * u x - x ^ 3 * v x) (by
    intro r hr
    have h0 : r ≠ 0 := hr.1.ne'
    have h2 : HasDerivAt (fun x : ℝ => x ^ 2) (2 * r) r := by
      simpa using hasDerivAt_pow 2 r
    have h3 : HasDerivAt (fun x : ℝ => x ^ 3) (3 * r ^ 2) r := by
      simpa using hasDerivAt_pow 3 r
    exact ((h2.fun_mul (hu r hr)).fun_sub (h3.fun_mul (hv r hr))).congr_deriv
      (by field_simp; ring))
  refine ⟨(v R + 2 * u R / R) / 3, (R ^ 2 * u R - R ^ 3 * v R) / 3, fun r hr => ?_⟩
  have h0 : r ≠ 0 := hr.1.ne'
  have hA' : v R + 2 * u R / R = v r + 2 * u r / r := hA r hr
  have hB' : R ^ 2 * u R - R ^ 3 * v R = r ^ 2 * u r - r ^ 3 * v r := hB r hr
  rw [hA', hB']
  unfold displacement
  field_simp
  ring
```

The theorem starts from the differential equation in the bracket; the force balance that leads to it is not part of the file. The function `v` stands for \(u'\), and `Ioc 0 R` is the interval \(0<r\le R\), which excludes the centre. The derivatives are two-sided even at \(r=R\), so `u` and `v` must have the stated derivatives there also when \(R\) is approached from outside.

In the proof, `const` says that a function with zero derivative on this interval has the same value at \(r\) as at \(R\). It is applied to \(A\) as `hA` and to \(B\) as `hB`, and the last lines solve for \(u\). The theorems that follow take the two-term displacement as given and do not call this one.

## The stress of the two-term displacement

Away from the centre,

\[
u'(r) = a - \frac{2b}{r^3}.
\]

```lean
/-- The radial strain of the defect displacement is `a - 2b/r³`. -/
theorem hasDerivAt_displacement (a b : ℝ) {r : ℝ} (hr : r ≠ 0) :
    HasDerivAt (displacement a b) (a - 2 * b / r ^ 3) r := by
  have h2 : HasDerivAt (fun x : ℝ => x ^ 2) (2 * r) r := by
    simpa using hasDerivAt_pow 2 r
  have h := ((hasDerivAt_id' r).const_mul a).fun_add
    ((hasDerivAt_const r b).fun_div h2 (pow_ne_zero 2 hr))
  exact h.congr_deriv (by field_simp; ring)
```

With \(u/r = a + b/r^3\), the stress becomes

\[
\sigma_{rr}
= \left(K+\tfrac43\mu\right)\left(a-\frac{2b}{r^3}\right)
+ 2\left(K-\tfrac23\mu\right)\left(a+\frac{b}{r^3}\right).
\]

The terms in \(a\) add up to \(3Ka\). In the coefficient of \(b/r^3\) the bulk modulus cancels, and \(-\tfrac83\mu-\tfrac43\mu = -4\mu\) remains:

\[
\sigma_{rr}(r) = 3Ka - \frac{4\mu b}{r^3}.
\]

The uniform strain is resisted by the bulk modulus alone and the defect field by the shear modulus alone. The Lean proof replaces `deriv` by the derivative just found and simplifies.

```lean
/-- The uniform strain contributes `3Ka` to the radial stress and the defect field
contributes `-4μb/r³`. -/
theorem radialStress_displacement (K μ a b : ℝ) {r : ℝ} (hr : r ≠ 0) :
    radialStress K μ (displacement a b) r = 3 * K * a - 4 * μ * b / r ^ 3 := by
  unfold radialStress
  rw [(hasDerivAt_displacement a b hr).deriv]
  unfold displacement
  field_simp
  ring
```

## Poisson's ratio as a ratio of moduli

From the definition of \(\nu\),

\[
1-\nu = \frac{3K+4\mu}{2(3K+\mu)}, \qquad
1+\nu = \frac{9K}{2(3K+\mu)},
\]

and therefore

\[
\frac{3(1-\nu)}{1+\nu} = \frac{3K+4\mu}{3K} = 1+\frac{4\mu}{3K}.
\]

The steps `h1` and `h2` are the two expressions in the first line.

```lean
/-- The elastic factor `3(1-ν)/(1+ν)` equals `1 + 4μ/(3K)`. -/
theorem image_factor {K μ : ℝ} (hK : 0 < K) (hμ : 0 < μ) :
    3 * (1 - poissonRatio K μ) / (1 + poissonRatio K μ) = 1 + 4 * μ / (3 * K) := by
  have h : 3 * K + μ ≠ 0 := by positivity
  have h1 : 1 - poissonRatio K μ = (3 * K + 4 * μ) / (2 * (3 * K + μ)) := by
    unfold poissonRatio
    field_simp
    ring
  have h2 : 1 + poissonRatio K μ = 9 * K / (2 * (3 * K + μ)) := by
    unfold poissonRatio
    field_simp
    ring
  rw [h1, h2]
  field_simp
  ring
```

## Stress-free surface and volume change

The volume change of the two-term displacement is \(\Delta V = 4\pi R^3a + 4\pi b\). Subtracting the value to be proved gives

\[
\Delta V - 4\pi b\left(1+\frac{4\mu}{3K}\right)
= 4\pi R^3 a - \frac{16\pi\mu b}{3K}
= \frac{4\pi R^3}{3K}\left(3Ka-\frac{4\mu b}{R^3}\right).
\]

The last bracket is the surface stress \(\sigma_{rr}(R)\), and its prefactor is positive. The surface stress therefore vanishes exactly when

\[
\Delta V = 4\pi b\,\frac{3(1-\nu)}{1+\nu}.
\]

```lean
/-- The surface of a sphere with a point defect at its centre is free of radial stress exactly
when the volume change is `4πb` times `3(1-ν)/(1+ν)`. -/
theorem free_surface_iff_volumeChange {K μ R : ℝ} (hK : 0 < K) (hμ : 0 < μ) (hR : 0 < R)
    (a b : ℝ) :
    radialStress K μ (displacement a b) R = 0 ↔
      volumeChange (displacement a b) R =
        4 * π * b * (3 * (1 - poissonRatio K μ) / (1 + poissonRatio K μ)) := by
  rw [radialStress_displacement K μ a b hR.ne', image_factor hK hμ]
  -- The deviation from the claimed volume change is proportional to the surface stress.
  have key : volumeChange (displacement a b) R - 4 * π * b * (1 + 4 * μ / (3 * K)) =
      4 * π * R ^ 3 / (3 * K) * (3 * K * a - 4 * μ * b / R ^ 3) := by
    have e1 : R ^ 2 * (b / R ^ 2) = b := by field_simp
    have e2 : R ^ 3 * (b / R ^ 3) = b := by field_simp
    have e3 : K / K = 1 := div_self hK.ne'
    unfold volumeChange displacement
    linear_combination 4 * π * e1 + 16 * π * μ / (3 * K) * e2 - 4 * π * R ^ 3 * a * e3
  constructor
  · intro h
    rw [h, mul_zero] at key
    linarith
  · intro h
    rw [h, sub_self] at key
    exact (mul_eq_zero.mp key.symm).resolve_left (by positivity)
```

The theorem holds for all real `a` and `b`, given positive \(K\), \(\mu\) and \(R\). For \(b=0\) both sides of the equivalence say that \(a=0\). The identity is called `key` in the proof. The forward direction sets the stress in it to zero; the backward direction sets the left side to zero and divides by the positive prefactor.

The radius has dropped out of the result. A stress-free surface requires \(a = 4\mu b/(3KR^3)\), a strain that fades as the sphere grows, but it acts on a volume proportional to \(R^3\). Its contribution \(16\pi\mu b/(3K)\) is the same for every size, so a larger sphere does not bring the volume change closer to \(4\pi b\).

A wrong value comes out easily if the volume change is computed by integrating the dilation \(u'+2u/r\) over the sphere. Away from the centre the dilation equals \(3a\), because the defect field has zero divergence there, and the integral gives only \(4\pi R^3a\). The missing \(4\pi b\) sits in the singularity at \(r=0\). The surface displacement, used in `volumeChange`, contains both parts.

## Amplification for a defect of nonzero strength

Since \(4\mu/(3K)>0\), the factor exceeds 1. If \(b\ne0\), multiplying the positive number \(|4\pi b|\) by it gives a strict inequality:

\[
|\Delta V| = |4\pi b|\left(1+\frac{4\mu}{3K}\right) > |4\pi b|.
\]

```lean
/-- For a defect of nonzero strength, the volume change of a sphere with a stress-free surface
is strictly larger in magnitude than `4πb`. -/
theorem free_surface_amplifies {K μ R a b : ℝ} (hK : 0 < K) (hμ : 0 < μ) (hR : 0 < R)
    (hb : b ≠ 0) (hfree : radialStress K μ (displacement a b) R = 0) :
    |4 * π * b| < |volumeChange (displacement a b) R| := by
  rw [(free_surface_iff_volumeChange hK hμ hR a b).1 hfree, image_factor hK hμ,
    abs_mul (4 * π * b)]
  have h0 : 0 < 4 * μ / (3 * K) := by positivity
  have h1 : 1 < |1 + 4 * μ / (3 * K)| := by
    rw [abs_of_pos (by linarith)]
    linarith
  have hpos : 0 < |4 * π * b| := abs_pos.mpr (by positivity)
  exact lt_mul_of_one_lt_right hpos h1
```

The hypothesis `hfree` is the stress-free surface, and the proof uses it to insert the volume change from the equivalence. The absolute values cover expanding and contracting defects together.

The strict inequality fails when the shear modulus is zero. Take \(\mu=0\) and \(a=0\), with any positive \(K\) and \(R\) and any \(b\ne0\). The surface stress is \(3Ka-4\mu b/R^3=0\), yet \(\Delta V\) is exactly \(4\pi b\). A medium without shear stiffness does not resist the defect field, so there is no surface stress for an additional uniform strain to relieve.

## The same volume change from a clamped sphere

Now hold the surface of the sphere fixed, with the same moduli, radius and defect strength. The uniform strain takes a different value \(a'\), determined by

\[
a'R+\frac{b}{R^2}=0, \qquad\text{so}\qquad a'=-\frac{b}{R^3}.
\]

The pressure on the surface is the negative of the radial stress:

\[
P = -\left(3Ka'-\frac{4\mu b}{R^3}\right) = \frac{(3K+4\mu)\,b}{R^3}.
\]

Multiplying by the sphere volume \(V=\tfrac43\pi R^3\) and dividing by \(K\) gives

\[
\frac{PV}{K} = 4\pi b\left(1+\frac{4\mu}{3K}\right) = \Delta V,
\]

the volume change of the stress-free sphere.

```lean
/-- The volume change of the stress-free sphere equals the surface pressure of the clamped
sphere with the same defect strength, times the sphere volume, divided by the bulk modulus. -/
theorem volumeChange_from_clamped_pressure {K μ R a a' b : ℝ} (hK : 0 < K) (hμ : 0 < μ)
    (hR : 0 < R) (hfree : radialStress K μ (displacement a b) R = 0)
    (hclamp : displacement a' b R = 0) :
    volumeChange (displacement a b) R =
      -radialStress K μ (displacement a' b) R * (4 / 3 * π * R ^ 3) / K := by
  rw [(free_surface_iff_volumeChange hK hμ hR a b).1 hfree, image_factor hK hμ,
    radialStress_displacement K μ a' b hR.ne']
  -- Clamping fixes the uniform strain that cancels the defect field at the surface.
  have h : a' + b / R ^ 3 = displacement a' b R / R := by
    unfold displacement
    field_simp
  rw [hclamp, zero_div] at h
  have ha : a' = -(b / R ^ 3) := by linarith
  have e2 : R ^ 3 * (b / R ^ 3) = b := by field_simp
  have e3 : K / K = 1 := div_self hK.ne'
  rw [ha]
  linear_combination
    -(16 * π * μ / (3 * K) + 4 * π * (K / K)) * e2 - 4 * π * b * e3

end

end ElasticFiniteSize
```

The hypotheses `hfree` and `hclamp` describe the two spheres, which share `b` but have separate uniform strains `a` and `a'`. The proof inserts the known volume change on the left and the stress formula on the right. It then obtains `ha`, the value of \(a'\) above, from the clamping condition, and the remaining equality is algebra.

For defect supercells, the relation shows in an isotropic continuum sphere how the residual pressure of a calculation held at the zero-pressure volume of the defect-free cell corresponds to the relaxation volume at zero pressure. A periodic cell differs from this model in its shape, in the images of the defect and, in most crystals, in its elastic anisotropy. In the model, the atomic structure of the defect core is represented only by the number \(b\).

```lean
#print axioms ElasticFiniteSize.equilibrium_form
#print axioms ElasticFiniteSize.free_surface_iff_volumeChange
#print axioms ElasticFiniteSize.free_surface_amplifies
#print axioms ElasticFiniteSize.volumeChange_from_clamped_pressure
```

```
'ElasticFiniteSize.equilibrium_form' depends on axioms: [propext, Classical.choice, Quot.sound]
'ElasticFiniteSize.free_surface_iff_volumeChange' depends on axioms: [propext, Classical.choice, Quot.sound]
'ElasticFiniteSize.free_surface_amplifies' depends on axioms: [propext, Classical.choice, Quot.sound]
'ElasticFiniteSize.volumeChange_from_clamped_pressure' depends on axioms: [propext, Classical.choice, Quot.sound]
```
